# Even Degeneracy from Two Anticommuting Symmetries, with Perpendicular Spinor Mirrors as the Example

## A mirror as a matrix on spin

The mirror with unit normal $n$ is taken to act on a spin one-half as the explicit matrix

$$M(n) = -i\,n\cdot\sigma .$$

This is a definition, and the physics behind it is short. A mirror is a rotation by $\pi$ about its normal followed by inversion. The rotation acts on the spinor as $e^{-i\pi\, n\cdot\sigma/2} = -i\,n\cdot\sigma$, and inversion leaves spin alone. The opposite overall sign would be an equally good choice: a double group contains both, and the sign affects neither the square of a mirror nor whether two mirrors anticommute.

With components $n_0, n_1, n_2$ along $x, y, z$, and spin up and down along $z$ as the basis,

$$n\cdot\sigma = \begin{pmatrix} n_2 & n_0 - i n_1\\ n_0 + i n_1 & -n_2\end{pmatrix}.$$

## The algebra of spinor mirrors

The Pauli matrices satisfy $\sigma_a\sigma_b + \sigma_b\sigma_a = 2\delta_{ab}$. Multiplying by $n_a m_b$ and summing gives

$$(n\cdot\sigma)(m\cdot\sigma) + (m\cdot\sigma)(n\cdot\sigma) = 2\,n\cdot m .$$

Each mirror contributes a factor $-i$, and $(-i)^2 = -1$, so

$$M(n)M(m) + M(m)M(n) = -2\,n\cdot m .$$

Two consequences follow. Setting $m = n$ with $n\cdot n = 1$ gives $M(n)^2 = -1$. And $M(n)$ and $M(m)$ anticommute exactly when $n\cdot m = 0$.

For the eigenvalues, expand the determinant:

$$\det(M(n)-\mu) = (-in_2-\mu)(in_2-\mu) - (-in_0-n_1)(-in_0+n_1) = \mu^2 + n_0^2+n_1^2+n_2^2 .$$

For a unit normal this is $\mu^2+1 = (\mu-i)(\mu+i)$. A nonzero eigenvector exists exactly when the determinant vanishes, so the eigenvalues are $i$ and $-i$, and both occur.

## Why the dimension is even

Let $a$ and $b$ be injective linear operators on a complex space of finite dimension $d$, with $ab = -ba$. Taking determinants,

$$\det a\,\det b = (-1)^d \det b\,\det a .$$

Injectivity makes both determinants nonzero. They cancel, leaving $(-1)^d = 1$, so $d$ is even.

Now let a matrix $H$ commute with invertible matrices $A$ and $B$ that satisfy $AB = -BA$. If $Hv = Ev$, then $H(Av) = A(Hv) = E(Av)$, so $A$ maps the eigenspace of $E$ into itself, and so does $B$. Their restrictions are still injective and still anticommute. Every eigenspace of $H$ therefore has even dimension.

## Orbitals, spin and a spin-orbit example

With orbitals included, a mirror is $P\otimes M(n)$, where $P$ is its action on the orbitals. Take a second mirror $Q\otimes M(m)$, with $P^2 = Q^2 = 1$, $PQ = QP$, and perpendicular unit normals. Then

$$(P\otimes M(n))^2 = P^2\otimes M(n)^2 = -1,$$

so each full mirror is invertible, and

$$(P\otimes M(n))(Q\otimes M(m)) = PQ\otimes M(n)M(m) = -\,(Q\otimes M(m))(P\otimes M(n)).$$

If $H$ commutes with both, the eigenspace of each eigenvalue has even, nonzero dimension, hence dimension at least two.

The coupling $L_z\sigma_z$ on the orbitals $p_x, p_y$ is an instance. The $x$ mirror has $P = \mathrm{diag}(-1,1)$ and the $y$ mirror has $Q = \mathrm{diag}(1,-1)$. Both reverse $L_z$, and both spin parts reverse $\sigma_z$, so the two signs cancel and the product is invariant.

In the smallest nontrivial case there is one orbital and $H$ is a $2\times2$ matrix. An even, nonzero eigenspace then fills the whole space, so $H$ is a multiple of the identity: two perpendicular mirrors forbid every Zeeman term. One mirror alone does not. The matrix $\sigma_z$ commutes with $M(\hat z)$, yet its eigenvalue $1$ has only the spin-up state.

For a one-electron Hamiltonian in a finite orthonormal basis, this gives a check on spin-orbit calculations: if both mirrors should be symmetries of the matrix, its levels must come in equal pairs, and a splitting beyond rounding error shows that the matrix has lost a symmetry or that the diagonalisation is at fault.

## Reading the Lean statements

A normal is a function `Fin 3 → ℝ`, and `n ⬝ᵥ m` is the dot product. `sigmaDot n` is $n\cdot\sigma$ and `spinMirror n` is $M(n)$. Both are defined for every real vector; unit length enters as the hypothesis `n ⬝ᵥ n = 1` where it is needed.

In `even_finrank_eigenspace`, the finite type `ι` labels the basis, `IsUnit A` says that $A$ is invertible, and `Matrix.toLin' H` is the linear map of $H$. The number `E` is any complex number; if it is not an eigenvalue, the eigenspace is zero and its dimension $0$ is even. $H$ need not be Hermitian, in which case the dimension counts independent eigenvectors, not the multiplicity of a root. Time reversal is not assumed, so this is a different mechanism from Kramers degeneracy.

In `two_le_degeneracy`, the index type `ι × Fin 2` is orbital times spin, `⊗ₖ` is the Kronecker product, and `HasEigenvalue` ensures that the level exists. That the orbital parts commute and square to one is assumed. This holds for reflections in two perpendicular planes; a glide plane, whose square is a translation, needs separate treatment.

## The Lean file

```lean
import Mathlib

open Matrix Module
open Complex (I I_sq I_mul_I)
open scoped Kronecker

namespace SpinorMirrors

noncomputable section

/-- The matrix `n·σ` for a real vector `n`, written in the basis of spin up and down along `z`. -/
def sigmaDot (n : Fin 3 → ℝ) : Matrix (Fin 2) (Fin 2) ℂ :=
  !![(n 2 : ℂ), (n 0 : ℂ) - I * (n 1 : ℂ); (n 0 : ℂ) + I * (n 1 : ℂ), -(n 2 : ℂ)]

/-- The matrix `M(n) = -i n·σ`. For a unit vector `n` it is the action on a spinor of the mirror
with normal `n`. -/
def spinMirror (n : Fin 3 → ℝ) : Matrix (Fin 2) (Fin 2) ℂ := (-I) • sigmaDot n

/-- The matrices `n·σ` and `m·σ` have the anticommutator `2 n·m` times the identity. -/
theorem sigmaDot_anticommutator (n m : Fin 3 → ℝ) :
    sigmaDot n * sigmaDot m + sigmaDot m * sigmaDot n = (2 * ((n ⬝ᵥ m : ℝ) : ℂ)) • 1 := by
  ext i j
  fin_cases i <;> fin_cases j <;>
    simp [sigmaDot, Fin.sum_univ_three, dotProduct]
  · linear_combination (-2 * (n 1 : ℂ) * (m 1 : ℂ)) * I_sq
  · ring
  · ring
  · linear_combination (-2 * (n 1 : ℂ) * (m 1 : ℂ)) * I_sq

/-- Two spinor mirrors satisfy `M(n)M(m) + M(m)M(n) = -2 n·m`. -/
theorem spinMirror_anticommutator (n m : Fin 3 → ℝ) :
    spinMirror n * spinMirror m + spinMirror m * spinMirror n
      = (-(2 * ((n ⬝ᵥ m : ℝ) : ℂ))) • 1 := by
  have key : ∀ a b, spinMirror a * spinMirror b = -(sigmaDot a * sigmaDot b) := by
    intro a b
    simp only [spinMirror, smul_mul_smul_comm, neg_mul_neg, I_mul_I, neg_one_smul]
  rw [key, key, ← neg_add, sigmaDot_anticommutator, ← neg_smul]

/-- For a unit normal, reflecting a spinor twice multiplies it by `-1`. -/
theorem spinMirror_sq (n : Fin 3 → ℝ) (hn : n ⬝ᵥ n = 1) :
    spinMirror n * spinMirror n = -1 := by
  have h := spinMirror_anticommutator n n
  rw [hn, Complex.ofReal_one] at h
  calc spinMirror n * spinMirror n
      = (1 / 2 : ℂ) • (spinMirror n * spinMirror n + spinMirror n * spinMirror n) := by module
    _ = -1 := by rw [h]; module

/-- For a unit normal, the eigenvalues of the spinor mirror are exactly `i` and `-i`. -/
theorem spinMirror_eigenvalue_iff (n : Fin 3 → ℝ) (hn : n ⬝ᵥ n = 1) (μ : ℂ) :
    (∃ v, v ≠ 0 ∧ spinMirror n *ᵥ v = μ • v) ↔ μ = I ∨ μ = -I := by
  have hn' : (n 0 : ℂ) * n 0 + n 1 * n 1 + n 2 * n 2 = 1 := by
    have h : n 0 * n 0 + n 1 * n 1 + n 2 * n 2 = 1 := by
      simpa [dotProduct, Fin.sum_univ_three] using hn
    exact_mod_cast h
  -- the characteristic polynomial is `μ² + 1`
  have hdet : (spinMirror n - μ • 1).det = μ ^ 2 + 1 := by
    simp [Matrix.det_fin_two, spinMirror, sigmaDot]
    linear_combination hn' + (-(n 2 : ℂ) ^ 2 - (n 0 : ℂ) ^ 2 + (I ^ 2 - 1) * (n 1 : ℂ) ^ 2) * I_sq
  have h1 : (∃ v, v ≠ 0 ∧ spinMirror n *ᵥ v = μ • v) ↔
      ∃ v, v ≠ 0 ∧ (spinMirror n - μ • 1) *ᵥ v = 0 := by
    simp only [Matrix.sub_mulVec, Matrix.smul_mulVec, Matrix.one_mulVec, sub_eq_zero]
  have hfac : μ ^ 2 + 1 = (μ - I) * (μ + I) := by linear_combination I_sq
  rw [h1, Matrix.exists_mulVec_eq_zero_iff, hdet, hfac, mul_eq_zero, sub_eq_zero,
    add_eq_zero_iff_eq_neg]

/-- Two spinor mirrors anticommute exactly when their normals are perpendicular. -/
theorem spinMirror_anticommute_iff (n m : Fin 3 → ℝ) :
    spinMirror n * spinMirror m = -(spinMirror m * spinMirror n) ↔ n ⬝ᵥ m = 0 := by
  rw [← add_eq_zero_iff_eq_neg, spinMirror_anticommutator, smul_eq_zero]
  simp

/-- A finite-dimensional complex space that carries two injective anticommuting operators has
even dimension. -/
theorem even_finrank_of_anticommute {V : Type*} [AddCommGroup V] [Module ℂ V]
    [FiniteDimensional ℂ V] (a b : Module.End ℂ V) (ha : Function.Injective a)
    (hb : Function.Injective b) (hab : a * b = -(b * a)) : Even (finrank ℂ V) := by
  have hdet : ∀ c : Module.End ℂ V, Function.Injective c → LinearMap.det c ≠ 0 := fun c hc =>
    (((LinearMap.isUnit_iff_ker_eq_bot c).mpr (LinearMap.ker_eq_bot.mpr hc)).map
      LinearMap.det).ne_zero
  -- compare the determinants of both sides of `ab = -ba`
  have h : LinearMap.det (a * b) = LinearMap.det (-(b * a)) := by rw [hab]
  rw [← neg_one_smul ℂ (b * a), LinearMap.det_smul, map_mul, map_mul] at h
  have h1 : (-1 : ℂ) ^ finrank ℂ V = 1 :=
    mul_right_cancel₀ (mul_ne_zero (hdet b hb) (hdet a ha)) (by linear_combination -h)
  exact (neg_one_pow_eq_one_iff_even (by norm_num)).mp h1

/-- If a matrix `H` commutes with two invertible matrices that anticommute with each other, then
every eigenspace of `H` has even dimension. -/
theorem even_finrank_eigenspace {ι : Type*} [Fintype ι] [DecidableEq ι] (H A B : Matrix ι ι ℂ)
    (hA : IsUnit A) (hB : IsUnit B) (hAB : A * B = -(B * A))
    (hHA : H * A = A * H) (hHB : H * B = B * H) (E : ℂ) :
    Even (finrank ℂ (Module.End.eigenspace (Matrix.toLin' H) E)) := by
  -- a symmetry of `H` maps each eigenspace into itself
  have inv : ∀ C : Matrix ι ι ℂ, H * C = C * H →
      ∀ v ∈ Module.End.eigenspace (Matrix.toLin' H) E,
        Matrix.toLin' C v ∈ Module.End.eigenspace (Matrix.toLin' H) E := by
    intro C hC v hv
    simp only [Module.End.mem_eigenspace_iff, Matrix.toLin'_apply] at hv ⊢
    rw [Matrix.mulVec_mulVec, hC, ← Matrix.mulVec_mulVec, hv, Matrix.mulVec_smul]
  have inj : ∀ C : Matrix ι ι ℂ, IsUnit C → Function.Injective (Matrix.toLin' C) := by
    intro C hC v w h
    obtain ⟨D, hD⟩ := hC.exists_left_inv
    have h2 := congrArg (fun x => D *ᵥ x) h
    simpa [Matrix.toLin'_apply, Matrix.mulVec_mulVec, hD] using h2
  refine even_finrank_of_anticommute ((Matrix.toLin' A).restrict (inv A hHA))
    ((Matrix.toLin' B).restrict (inv B hHB)) ?_ ?_ ?_
  · intro v w h
    exact Subtype.ext (inj A hA (congrArg Subtype.val h))
  · intro v w h
    exact Subtype.ext (inj B hB (congrArg Subtype.val h))
  · apply LinearMap.ext
    intro v
    apply Subtype.ext
    change A *ᵥ (B *ᵥ (v : ι → ℂ)) = -(B *ᵥ (A *ᵥ (v : ι → ℂ)))
    rw [Matrix.mulVec_mulVec, Matrix.mulVec_mulVec, hAB, Matrix.neg_mulVec]

/-- Let `H` act on orbitals times spin and commute with two mirrors of perpendicular unit normals,
whose orbital parts `P` and `Q` commute and square to one. Then every level of `H` is at least
twofold degenerate. -/
theorem two_le_degeneracy {ι : Type*} [Fintype ι] [DecidableEq ι] (P Q : Matrix ι ι ℂ)
    (hP : P * P = 1) (hQ : Q * Q = 1) (hPQ : P * Q = Q * P) (n m : Fin 3 → ℝ)
    (hn : n ⬝ᵥ n = 1) (hm : m ⬝ᵥ m = 1) (hnm : n ⬝ᵥ m = 0)
    (H : Matrix (ι × Fin 2) (ι × Fin 2) ℂ)
    (hHP : H * (P ⊗ₖ spinMirror n) = (P ⊗ₖ spinMirror n) * H)
    (hHQ : H * (Q ⊗ₖ spinMirror m) = (Q ⊗ₖ spinMirror m) * H)
    (E : ℂ) (hE : Module.End.HasEigenvalue (Matrix.toLin' H) E) :
    2 ≤ finrank ℂ (Module.End.eigenspace (Matrix.toLin' H) E) := by
  -- each full mirror squares to `-1`, hence is invertible
  have unit : ∀ (R : Matrix ι ι ℂ) (k : Fin 3 → ℝ), R * R = 1 → k ⬝ᵥ k = 1 →
      IsUnit (R ⊗ₖ spinMirror k) := by
    intro R k hR hk
    have h : (R ⊗ₖ spinMirror k) * (R ⊗ₖ spinMirror k) = -1 := by
      rw [← Matrix.mul_kronecker_mul, hR, spinMirror_sq k hk,
        ← neg_one_smul ℂ (1 : Matrix (Fin 2) (Fin 2) ℂ), Matrix.kronecker_smul,
        Matrix.one_kronecker_one, neg_one_smul]
    exact ⟨⟨R ⊗ₖ spinMirror k, -(R ⊗ₖ spinMirror k), by rw [mul_neg, h, neg_neg],
      by rw [neg_mul, h, neg_neg]⟩, rfl⟩
  have anti : (P ⊗ₖ spinMirror n) * (Q ⊗ₖ spinMirror m)
      = -((Q ⊗ₖ spinMirror m) * (P ⊗ₖ spinMirror n)) := by
    rw [← Matrix.mul_kronecker_mul, ← Matrix.mul_kronecker_mul, hPQ,
      (spinMirror_anticommute_iff n m).mpr hnm, ← neg_one_smul ℂ (spinMirror m * spinMirror n),
      Matrix.kronecker_smul, neg_one_smul]
  obtain ⟨k, hk⟩ :=
    even_finrank_eigenspace H _ _ (unit P n hP hn) (unit Q m hQ hm) anti hHP hHQ E
  have h0 : finrank ℂ (Module.End.eigenspace (Matrix.toLin' H) E) ≠ 0 :=
    fun h => hE (Submodule.finrank_eq_zero.mp h)
  omega

/-- The orbital angular momentum `L_z` in the basis of the orbitals `p_x` and `p_y`. -/
def orbitalLz : Matrix (Fin 2) (Fin 2) ℂ := !![0, -I; I, 0]

/-- The spin-orbit coupling `L_z σ_z` on the orbitals `p_x`, `p_y` commutes with the mirrors of
normals `x` and `y`, whose orbital parts commute and square to one. -/
theorem two_le_degeneracy_witness :
    let P : Matrix (Fin 2) (Fin 2) ℂ := !![-1, 0; 0, 1]
    let Q : Matrix (Fin 2) (Fin 2) ℂ := !![1, 0; 0, -1]
    let H := orbitalLz ⊗ₖ sigmaDot ![0, 0, 1]
    P * P = 1 ∧ Q * Q = 1 ∧ P * Q = Q * P ∧
      H * (P ⊗ₖ spinMirror ![1, 0, 0]) = (P ⊗ₖ spinMirror ![1, 0, 0]) * H ∧
      H * (Q ⊗ₖ spinMirror ![0, 1, 0]) = (Q ⊗ₖ spinMirror ![0, 1, 0]) * H := by
  intro P Q H
  -- the signs from the orbital and the spin factor cancel
  have key : ∀ R M : Matrix (Fin 2) (Fin 2) ℂ, orbitalLz * R = -(R * orbitalLz) →
      sigmaDot ![0, 0, 1] * M = -(M * sigmaDot ![0, 0, 1]) →
      H * (R ⊗ₖ M) = (R ⊗ₖ M) * H := by
    intro R M h1 h2
    change (orbitalLz ⊗ₖ sigmaDot ![0, 0, 1]) * (R ⊗ₖ M)
      = (R ⊗ₖ M) * (orbitalLz ⊗ₖ sigmaDot ![0, 0, 1])
    rw [← Matrix.mul_kronecker_mul, ← Matrix.mul_kronecker_mul, h1, h2,
      ← neg_one_smul ℂ (R * orbitalLz), ← neg_one_smul ℂ (M * sigmaDot ![0, 0, 1]),
      Matrix.smul_kronecker, Matrix.kronecker_smul, smul_smul, neg_mul_neg, one_mul, one_smul]
  refine ⟨?_, ?_, ?_, key _ _ ?_ ?_, key _ _ ?_ ?_⟩ <;> ext i j <;> fin_cases i <;>
    fin_cases j <;>
    simp [P, Q, orbitalLz, sigmaDot, spinMirror, Matrix.mul_apply, Fin.sum_univ_two]

/-- One mirror does not enforce degeneracy: `σ_z` commutes with the mirror of normal `z`, and its
eigenspace for the eigenvalue `1` is one-dimensional. -/
theorem one_mirror_not_enough :
    sigmaDot ![0, 0, 1] * spinMirror ![0, 0, 1] = spinMirror ![0, 0, 1] * sigmaDot ![0, 0, 1] ∧
      finrank ℂ (Module.End.eigenspace (Matrix.toLin' (sigmaDot ![0, 0, 1])) 1) = 1 := by
  constructor
  · simp only [spinMirror, mul_smul_comm, smul_mul_assoc]
  -- the eigenvectors are the spinors without a spin-down component
  have hmem : ∀ v : Fin 2 → ℂ,
      v ∈ Module.End.eigenspace (Matrix.toLin' (sigmaDot ![0, 0, 1])) 1 ↔ v 1 = 0 := by
    intro v
    rw [Module.End.mem_eigenspace_iff, Matrix.toLin'_apply, one_smul]
    constructor
    · intro h
      have h1 : -v 1 = v 1 := by
        simpa [sigmaDot, Matrix.mulVec, dotProduct, Fin.sum_univ_two] using congrFun h 1
      linear_combination (-1 / 2 : ℂ) * h1
    · intro h
      ext i
      fin_cases i <;> simp [sigmaDot, Matrix.mulVec, dotProduct, Fin.sum_univ_two, h]
  refine (finrank_eq_one_iff_of_nonzero' ⟨![1, 0], (hmem _).mpr (by simp)⟩ ?_).mpr ?_
  · intro h
    have h0 := congrFun (congrArg Subtype.val h) 0
    simp at h0
  · rintro ⟨w, hw⟩
    have h1 := (hmem w).mp hw
    refine ⟨w 0, Subtype.ext ?_⟩
    ext i
    fin_cases i <;> simp [h1]

end

end SpinorMirrors
```

```lean
#print axioms SpinorMirrors.spinMirror_eigenvalue_iff
-- 'SpinorMirrors.spinMirror_eigenvalue_iff' depends on axioms: [propext, Classical.choice, Quot.sound]
#print axioms SpinorMirrors.spinMirror_anticommute_iff
-- 'SpinorMirrors.spinMirror_anticommute_iff' depends on axioms: [propext, Classical.choice, Quot.sound]
#print axioms SpinorMirrors.two_le_degeneracy
-- 'SpinorMirrors.two_le_degeneracy' depends on axioms: [propext, Classical.choice, Quot.sound]
#print axioms SpinorMirrors.one_mirror_not_enough
-- 'SpinorMirrors.one_mirror_not_enough' depends on axioms: [propext, Classical.choice, Quot.sound]
```

## From the matrix identities to the degeneracy

`sigmaDot_anticommutator` compares the four matrix entries. The off-diagonal ones are plain algebra, and the diagonal ones also use $i^2=-1$, supplied by `I_sq`. `spinMirror_anticommutator` pulls out the factors $-i$, and `spinMirror_sq` halves the case of equal normals. In `spinMirror_eigenvalue_iff`, the step `hdet` is the determinant above, and `Matrix.exists_mulVec_eq_zero_iff` links its vanishing to a nonzero eigenvector.

`even_finrank_of_anticommute` is the determinant argument. `LinearMap.det_smul` produces the power $(-1)^d$, and `mul_right_cancel₀` removes the nonzero determinants.

In `even_finrank_eigenspace`, `inv` shows that a symmetry preserves the eigenspace, and `inj` that an invertible matrix acts injectively. The operators passed to the previous lemma are the restrictions of $A$ and $B$, and the last bullet checks on a vector that they anticommute.

`two_le_degeneracy` builds its inputs in `unit` and `anti`, which are the two Kronecker computations above. `omega` then concludes that an even, nonzero dimension is at least two.

In `two_le_degeneracy_witness`, `key` is the cancellation of signs between orbital and spin; the remaining goals are $2\times2$ matrix identities. In `one_mirror_not_enough`, `hmem` identifies the eigenspace as the spinors with no spin-down component, which are the multiples of `![1, 0]`.

## Other phases than minus one

The determinant comparison adapts to $ab = \omega\,ba$ with $\omega$ a primitive $q$-th root of unity. It gives $\omega^d = 1$, so $q$ divides $d$. Take a finite two-dimensional lattice with periodic boundary conditions, a flux per cell of $p/q$ flux quanta in lowest terms, and both side lengths multiples of $q$ cells. The magnetic translations by one cell along the two sides then obey such a relation, and the levels of a one-particle Hamiltonian that commutes with them have degeneracies divisible by $q$.
